# A linear acene with n rings has n + 1 Kekulé structures, each with one double rung

## Pairing the π electrons of fused rings

Benzene, naphthalene and anthracene are the first linear acenes: hexagons of carbon fused in a straight row. Each carbon contributes one π electron, and a Kekulé structure pairs every electron with that of a bonded neighbour, drawing each pair as a double bond. Benzene has two such structures. How many does a row of $n$ rings have, and where can the double bonds lie?

Draw the molecule as a ladder. Two zigzag strands run along its length, each with atoms at positions $0,1,\dots,2n$. At every even position a bond, called a rung here, joins the strands. There are $4n+2$ atoms and $n+1$ rungs, the two end bonds included. In graph language a Kekulé structure is a perfect matching: a set of bonds that meets every atom exactly once.

## The count and the one double rung

For every $n\ge 0$:

- the acene graph has exactly $n+1$ perfect matchings;
- each perfect matching contains exactly one rung;
- each rung lies in exactly one perfect matching.

The case $n=0$ is a pair of bonded carbon atoms, as in ethene, with one structure. Every rung is therefore double in a fraction $1/(n+1)$ of the structures. With equal weight for all structures, this fraction is the Pauling bond order of the rung.

## Following one strand from the left

Take any perfect matching and one of the strands. Let $a_i$ say that the strand bond from position $i-1$ to position $i$ is double, and let $r_i$ say that the rung at $i$ is double. For $0\le i\le 2n$, the atom at $i$ has one double bond, so exactly one of
$$a_i,\qquad a_{i+1},\qquad r_i$$
holds. The strand ends at both sides, so $a_0$ and $a_{2n+1}$ are false, and $r_i$ can hold only for even $i$.

**There is a double rung.** Suppose there were none. Then exactly one of $a_i$ and $a_{i+1}$ would hold at each atom. Starting from $a_0$ false, this gives $a_i$ true exactly for odd $i$. Hence $a_{2n+1}$ would be true, a bond beyond the end of the strand, which is impossible.

**There is only one.** Let the first double rung be at $2k$, with $0\le k\le n$. Up to there the alternation holds, so $a_i$ is true for odd $i<2k$ and false for even $i\le 2k$. The atom at $2k$ is used by its rung, so $a_{2k+1}$ is false. If $k<n$, the atom at $2k+1$ has no rung, so $a_{2k+2}$ is true. The atom at $2k+2$ is then already paired: its rung is not double, and $a_{2k+3}$ is false. The argument repeats to the end of the strand. Altogether,
$$a_i \iff (i\text{ odd and } i<2k)\ \text{ or }\ (i\text{ even and } i>2k).$$

**The rung fixes everything.** Both strands see the same rungs, hence the same $k$, and all double bonds are determined.

**Every $k$ occurs.** On each strand, pair the atoms left of $2k$ as $(0,1),(2,3),\dots,(2k-2,2k-1)$ and those right of it as $(2k+1,2k+2),\dots,(2n-1,2n)$. Join the two remaining atoms by the rung. Either list may be empty. This is a perfect matching for each $k=0,\dots,n$, and different $k$ give different rungs, so there are $n+1$ of them.

## Atoms, bonds and structures in Lean

An atom is a pair in `Bool × Fin (2 * n + 1)`: the Boolean names the strand, the second entry the position. The graph `acene n` is built with `SimpleGraph.fromRel`, which makes the given relation symmetric and removes loops, so each bond needs to be described in one direction only.

A Kekulé structure is a subgraph `M` of `acene n` with `M.IsPerfectMatching`, and `Set.ncard` counts these subgraphs. The atoms are labelled, so structures that a symmetry of the molecule maps onto each other count separately, as the two of benzene do.

The theorem `acene_kekule_count` states the count together with the unique position `x` for which `M.Adj (false, x) (true, x)` holds. The theorem `existsUnique_kekule_of_rung` goes from a rung to its structure; its hypothesis `x.val % 2 = 0` says that there is a rung at `x`.

The model contains connectivity only. Energies, bond lengths, structures with long bonds or unpaired electrons, and bent or branched ring systems are not covered.

```lean
import Mathlib

open SimpleGraph

namespace AceneKekule

/-- The carbon graph of the linear acene with `n` rings: two strands of atoms at positions
`0, ..., 2n`, joined by a rung at every even position. -/
def acene (n : ℕ) : SimpleGraph (Bool × Fin (2 * n + 1)) :=
  SimpleGraph.fromRel fun u v =>
    (u.1 = v.1 ∧ u.2.val + 1 = v.2.val) ∨ (u.1 ≠ v.1 ∧ u.2.val = v.2.val ∧ u.2.val % 2 = 0)

/-- For `k ≤ n`, the double bonds of the structure whose double rung is at position `2k`: on each
strand the bond from `j - 1` to `j` is double for odd `j < 2k` and for even `j > 2k`. -/
def doubleBonds (n k : ℕ) : SimpleGraph (Bool × Fin (2 * n + 1)) :=
  SimpleGraph.fromRel fun u v =>
    (u.1 = v.1 ∧ u.2.val + 1 = v.2.val ∧
      (v.2.val % 2 = 1 ∧ v.2.val < 2 * k ∨ v.2.val % 2 = 0 ∧ 2 * k < v.2.val)) ∨
    (u.1 ≠ v.1 ∧ u.2.val = v.2.val ∧ u.2.val = 2 * k)

/-- Two atoms of the acene are bonded when they are neighbours on one strand or face each other
at an even position. -/
theorem acene_adj {n : ℕ} {s t : Bool} {x y : Fin (2 * n + 1)} :
    (acene n).Adj (s, x) (t, y) ↔
      (s = t ∧ (x.val + 1 = y.val ∨ y.val + 1 = x.val)) ∨
      (s ≠ t ∧ x.val = y.val ∧ x.val % 2 = 0) := by
  cases s <;> cases t <;> simp [acene, SimpleGraph.fromRel_adj, Fin.ext_iff] <;> omega

/-- Two atoms share a double bond when they are neighbours on one strand and the bond ends at an
odd position below `2k` or an even one above `2k`, or when they face each other at `2k`. -/
theorem doubleBonds_adj {n k : ℕ} {s t : Bool} {x y : Fin (2 * n + 1)} :
    (doubleBonds n k).Adj (s, x) (t, y) ↔
      (s = t ∧ (x.val + 1 = y.val ∧
          (y.val % 2 = 1 ∧ y.val < 2 * k ∨ y.val % 2 = 0 ∧ 2 * k < y.val) ∨
        y.val + 1 = x.val ∧
          (x.val % 2 = 1 ∧ x.val < 2 * k ∨ x.val % 2 = 0 ∧ 2 * k < x.val))) ∨
      (s ≠ t ∧ x.val = y.val ∧ x.val = 2 * k) := by
  cases s <;> cases t <;> simp [doubleBonds, SimpleGraph.fromRel_adj, Fin.ext_iff] <;> omega

/-- The double bonds are bonds of the acene. -/
theorem doubleBonds_le (n k : ℕ) : doubleBonds n k ≤ acene n := by
  rintro ⟨s, x⟩ ⟨t, y⟩ h
  rcases doubleBonds_adj.1 h with ⟨h, h'⟩ | ⟨h, h', h''⟩
  · exact acene_adj.2 (Or.inl ⟨h, by omega⟩)
  · exact acene_adj.2 (Or.inr ⟨h, h', by omega⟩)

/-- The bonds `doubleBonds n k`, as a subgraph of the acene containing all atoms. -/
def kekule (n k : ℕ) : (acene n).Subgraph :=
  SimpleGraph.toSubgraph (doubleBonds n k) (doubleBonds_le n k)

/-- For `k ≤ n` the subgraph `kekule n k` is a Kekulé structure: every atom has exactly one
double bond. -/
theorem kekule_isPerfectMatching {n k : ℕ} (hk : k ≤ n) :
    (kekule n k).IsPerfectMatching := by
  rw [Subgraph.isPerfectMatching_iff]
  rintro ⟨s, x⟩
  have hx := x.isLt
  have hflip : ∀ s t : Bool, s ≠ t → t = !s := by decide
  by_cases h : x.val = 2 * k
  · -- the atom on the rung is paired across
    refine ⟨(!s, x), doubleBonds_adj.2 (Or.inr ⟨by cases s <;> decide, rfl, h⟩), ?_⟩
    rintro ⟨t, y⟩ hy
    rcases doubleBonds_adj.1 hy with ⟨_, h'⟩ | ⟨hst, hxy, _⟩
    · omega
    · exact Prod.ext (hflip s t hst) (Fin.ext hxy.symm)
  · -- every other atom is paired along its strand
    obtain ⟨y, hy⟩ : ∃ y : Fin (2 * n + 1),
        (x.val + 1 = y.val ∧
          (y.val % 2 = 1 ∧ y.val < 2 * k ∨ y.val % 2 = 0 ∧ 2 * k < y.val) ∨
        y.val + 1 = x.val ∧
          (x.val % 2 = 1 ∧ x.val < 2 * k ∨ x.val % 2 = 0 ∧ 2 * k < x.val)) := by
      by_cases up : x.val % 2 = 0 ∧ x.val < 2 * k ∨ x.val % 2 = 1 ∧ 2 * k < x.val
      · obtain ⟨y, hy⟩ : ∃ y : Fin (2 * n + 1), y.val = x.val + 1 :=
          ⟨⟨x.val + 1, by omega⟩, rfl⟩
        exact ⟨y, by omega⟩
      · obtain ⟨y, hy⟩ : ∃ y : Fin (2 * n + 1), y.val = x.val - 1 :=
          ⟨⟨x.val - 1, by omega⟩, rfl⟩
        exact ⟨y, by omega⟩
    refine ⟨(s, y), doubleBonds_adj.2 (Or.inl ⟨rfl, hy⟩), ?_⟩
    rintro ⟨t, z⟩ hz
    rcases doubleBonds_adj.1 hz with ⟨hst, h'⟩ | ⟨_, _, h'⟩
    · have hzy : z = y := Fin.ext (by omega)
      exact Prod.ext hst.symm hzy
    · exact absurd h' h

/-- Pairing along one strand: let `a i` say that the bond ending at position `i` is double and `r i`
that the rung at `i` is. Suppose that double rungs occur only at even positions, that no double bond
leaves the strand `0, ..., 2n`, that each of its atoms has a double bond, and that no two of `a i`,
`a (i + 1)`, `r i` hold together, for any natural number `i`. Then exactly one rung on the strand is
double, at some position `2k`, and `k` fixes all double bonds of the strand. -/
theorem strand_pattern {n : ℕ} {a r : ℕ → Prop} (h0 : ¬ a 0) (hend : ¬ a (2 * n + 1))
    (hr : ∀ i, r i → i % 2 = 0) (hcov : ∀ i ≤ 2 * n, a i ∨ a (i + 1) ∨ r i)
    (h1 : ∀ i, ¬ (a i ∧ a (i + 1))) (h2 : ∀ i, ¬ (a i ∧ r i))
    (h3 : ∀ i, ¬ (a (i + 1) ∧ r i)) :
    ∃ k ≤ n, (∀ i ≤ 2 * n, (r i ↔ i = 2 * k)) ∧
      ∀ i ≤ 2 * n + 1, (a i ↔ (i % 2 = 1 ∧ i < 2 * k ∨ i % 2 = 0 ∧ 2 * k < i)) := by
  classical
  -- without a double rung the alternation would run past the end of the strand
  have hex : ∃ i, i ≤ 2 * n ∧ r i := by
    by_contra hno
    have hodd : ∀ i, i ≤ 2 * n + 1 → (a i ↔ i % 2 = 1) := by
      intro i
      induction i with
      | zero => exact fun _ => iff_of_false h0 (by omega)
      | succ i ih =>
        intro hi
        have c := hcov i (by omega)
        have d := h1 i
        have e : ¬ r i := fun q => hno ⟨i, by omega, q⟩
        have hp : (i + 1) % 2 = 1 ↔ ¬ i % 2 = 1 := by omega
        rw [hp, ← ih (by omega)]
        tauto
    exact hend ((hodd _ le_rfl).2 (by omega))
  -- take the first double rung
  obtain ⟨m, ⟨hm, hrm⟩, hmin⟩ : ∃ m, (m ≤ 2 * n ∧ r m) ∧ ∀ i < m, ¬ (i ≤ 2 * n ∧ r i) :=
    ⟨Nat.find hex, Nat.find_spec hex, fun i hi => Nat.find_min hex hi⟩
  obtain ⟨k, rfl⟩ : ∃ k, m = 2 * k := ⟨m / 2, by have := hr m hrm; omega⟩
  have ha : ∀ i, i ≤ 2 * n + 1 →
      (a i ↔ (i % 2 = 1 ∧ i < 2 * k ∨ i % 2 = 0 ∧ 2 * k < i)) := by
    intro i
    induction i with
    | zero => exact fun _ => iff_of_false h0 (by omega)
    | succ i ih =>
      intro hi
      have ih' := ih (by omega)
      by_cases h : i = 2 * k
      · exact iff_of_false (fun q => h3 i ⟨q, by rw [h]; exact hrm⟩) (by omega)
      · have e : ¬ r i := fun q => by
          rcases lt_or_gt_of_ne h with h | h
          · exact hmin i h ⟨by omega, q⟩
          · exact h2 i ⟨ih'.2 (by have := hr i q; omega), q⟩
        have c := hcov i (by omega)
        have d := h1 i
        have hp : ((i + 1) % 2 = 1 ∧ i + 1 < 2 * k ∨ (i + 1) % 2 = 0 ∧ 2 * k < i + 1) ↔
            ¬ (i % 2 = 1 ∧ i < 2 * k ∨ i % 2 = 0 ∧ 2 * k < i) := by omega
        rw [hp, ← ih']
        tauto
  refine ⟨k, by omega, fun i hi => ⟨fun q => ?_, fun q => by rw [q]; exact hrm⟩, ha⟩
  by_contra hne
  rcases lt_or_gt_of_ne hne with h | h
  · exact hmin i h ⟨hi, q⟩
  · exact h2 i ⟨(ha i (by omega)).2 (by have := hr i q; omega), q⟩

/-- Every Kekulé structure of the acene is one of the structures `kekule n k` with `k ≤ n`. -/
theorem exists_eq_kekule {n : ℕ} {M : (acene n).Subgraph} (hM : M.IsPerfectMatching) :
    ∃ k ≤ n, M = kekule n k := by
  have hM' := hM
  rw [Subgraph.isPerfectMatching_iff] at hM'
  have huniq : ∀ {u v w}, M.Adj u v → M.Adj u w → v.2.val = w.2.val :=
    fun hv hw => by rw [(hM' _).unique hv hw]
  have hflip : ∀ s t : Bool, s ≠ t → t = !s := by decide
  have hrs : ∀ s x, M.Adj (s, x) (!s, x) ↔ M.Adj (false, x) (true, x) := by
    intro s x
    cases s
    · exact Iff.rfl
    · exact ⟨fun h => h.symm, fun h => h.symm⟩
  let a : Bool → ℕ → Prop := fun s i =>
    ∃ x y : Fin (2 * n + 1), x.val + 1 = i ∧ y.val = i ∧ M.Adj (s, x) (s, y)
  let r : ℕ → Prop := fun i => ∃ x : Fin (2 * n + 1), x.val = i ∧ M.Adj (false, x) (true, x)
  -- each strand obeys the pairing pattern
  have pat : ∀ s, ∃ k ≤ n, (∀ i ≤ 2 * n, (r i ↔ i = 2 * k)) ∧
      ∀ i ≤ 2 * n + 1, (a s i ↔ (i % 2 = 1 ∧ i < 2 * k ∨ i % 2 = 0 ∧ 2 * k < i)) := by
    intro s
    refine strand_pattern (a := a s) (r := r) ?_ ?_ ?_ ?_ ?_ ?_ ?_
    · rintro ⟨x, y, h, _⟩
      omega
    · rintro ⟨x, y, _, h, _⟩
      have := y.isLt
      omega
    · rintro i ⟨x, hx, h⟩
      rcases acene_adj.1 (M.adj_sub h) with ⟨h', _⟩ | ⟨_, _, h'⟩
      · cases h'
      · omega
    · intro i hi
      obtain ⟨x, hx⟩ : ∃ x : Fin (2 * n + 1), x.val = i := ⟨⟨i, by omega⟩, rfl⟩
      obtain ⟨⟨t, y⟩, hy⟩ := (hM' (s, x)).exists
      rcases acene_adj.1 (M.adj_sub hy) with ⟨rfl, h | h⟩ | ⟨hst, hxy, _⟩
      · exact Or.inr (Or.inl ⟨x, y, by omega, by omega, hy⟩)
      · exact Or.inl ⟨y, x, by omega, hx, hy.symm⟩
      · rw [hflip s t hst, ← Fin.ext hxy] at hy
        exact Or.inr (Or.inr ⟨x, hx, (hrs s x).1 hy⟩)
    · rintro i ⟨⟨x, y, hx, hy, h⟩, ⟨x', y', hx', hy', h'⟩⟩
      obtain rfl : x' = y := Fin.ext (by omega)
      have e : x.val = y'.val := huniq h.symm h'
      omega
    · rintro i ⟨⟨x, y, hx, hy, h⟩, ⟨z, hz, h'⟩⟩
      obtain rfl : z = y := Fin.ext (by omega)
      have e : x.val = z.val := huniq h.symm ((hrs s z).2 h')
      omega
    · rintro i ⟨⟨x, y, hx, hy, h⟩, ⟨z, hz, h'⟩⟩
      obtain rfl : z = x := Fin.ext (by omega)
      have e : y.val = z.val := huniq h ((hrs s z).2 h')
      omega
  -- the strands share their rung
  obtain ⟨k, hk, hr, ha⟩ := pat false
  obtain ⟨k', hk', hr', ha'⟩ := pat true
  have hkk : k' = k := by
    have := (hr' (2 * k) (by omega)).1 ((hr (2 * k) (by omega)).2 rfl)
    omega
  rw [hkk] at ha'
  have hall : ∀ s, ∀ i ≤ 2 * n + 1,
      (a s i ↔ (i % 2 = 1 ∧ i < 2 * k ∨ i % 2 = 0 ∧ 2 * k < i)) := by
    intro s
    cases s
    · exact ha
    · exact ha'
  refine ⟨k, hk, Subgraph.ext (Set.eq_univ_of_forall hM.2) ?_⟩
  ext ⟨s, x⟩ ⟨t, y⟩
  have hx := x.isLt
  have hy := y.isLt
  refine Iff.trans ?_ doubleBonds_adj.symm
  constructor
  · intro h
    rcases acene_adj.1 (M.adj_sub h) with ⟨rfl, h' | h'⟩ | ⟨hst, hxy, _⟩
    · exact Or.inl ⟨rfl, Or.inl ⟨h', (hall s y.val (by omega)).1 ⟨x, y, h', rfl, h⟩⟩⟩
    · exact Or.inl ⟨rfl, Or.inr ⟨h', (hall s x.val (by omega)).1 ⟨y, x, h', rfl, h.symm⟩⟩⟩
    · rw [hflip s t hst, ← Fin.ext hxy] at h
      exact Or.inr ⟨hst, hxy, (hr x.val (by omega)).1 ⟨x, rfl, (hrs s x).1 h⟩⟩
  · rintro (⟨rfl, ⟨h, hp⟩ | ⟨h, hp⟩⟩ | ⟨hst, hxy, hxk⟩)
    · obtain ⟨x', y', hx', hy', h'⟩ := (hall s y.val (by omega)).2 hp
      rwa [show x' = x from Fin.ext (by omega), show y' = y from Fin.ext hy'] at h'
    · obtain ⟨y', x', hy', hx', h'⟩ := (hall s x.val (by omega)).2 hp
      rw [show x' = x from Fin.ext hx', show y' = y from Fin.ext (by omega)] at h'
      exact h'.symm
    · obtain ⟨z, hz, h'⟩ := (hr x.val (by omega)).2 hxk
      rw [show z = x from Fin.ext hz] at h'
      rw [hflip s t hst, ← Fin.ext hxy]
      exact (hrs s x).2 h'

/-- The linear acene with `n` rings has exactly `n + 1` Kekulé structures, and each of them
contains exactly one rung. -/
theorem acene_kekule_count (n : ℕ) :
    {M : (acene n).Subgraph | M.IsPerfectMatching}.ncard = n + 1 ∧
    ∀ M : (acene n).Subgraph, M.IsPerfectMatching →
      ∃! x : Fin (2 * n + 1), M.Adj (false, x) (true, x) := by
  constructor
  · have hset : {M : (acene n).Subgraph | M.IsPerfectMatching} =
        (fun k : Fin (n + 1) => kekule n k.val) '' Set.univ := by
      ext M
      constructor
      · intro hM
        obtain ⟨k, hk, rfl⟩ := exists_eq_kekule hM
        exact ⟨⟨k, by omega⟩, trivial, rfl⟩
      · rintro ⟨k, _, rfl⟩
        exact kekule_isPerfectMatching (Nat.le_of_lt_succ k.isLt)
    -- the position of the rung tells the structures apart
    have hinj : Function.Injective (fun k : Fin (n + 1) => kekule n k.val) := by
      intro k l h
      have h' : kekule n k.val = kekule n l.val := h
      have hk := k.isLt
      obtain ⟨x, hx⟩ : ∃ x : Fin (2 * n + 1), x.val = 2 * k.val :=
        ⟨⟨2 * k.val, by omega⟩, rfl⟩
      have hadj : (kekule n k.val).Adj (false, x) (true, x) :=
        doubleBonds_adj.2 (Or.inr ⟨by decide, rfl, hx⟩)
      rw [h'] at hadj
      rcases doubleBonds_adj.1 hadj with ⟨h, _⟩ | ⟨_, _, h⟩
      · cases h
      · exact Fin.ext (by omega)
    rw [hset, Set.ncard_image_of_injective _ hinj, Set.ncard_univ,
      Nat.card_eq_fintype_card, Fintype.card_fin]
  · intro M hM
    obtain ⟨k, hk, rfl⟩ := exists_eq_kekule hM
    refine ⟨⟨2 * k, by omega⟩, doubleBonds_adj.2 (Or.inr ⟨by decide, rfl, rfl⟩), ?_⟩
    intro y hy
    rcases doubleBonds_adj.1 hy with ⟨h, _⟩ | ⟨_, _, h⟩
    · cases h
    · exact Fin.ext h

/-- Each rung, at an even position `x`, is a double bond in exactly one Kekulé structure. -/
theorem existsUnique_kekule_of_rung {n : ℕ} (x : Fin (2 * n + 1)) (hx : x.val % 2 = 0) :
    ∃! M : (acene n).Subgraph, M.IsPerfectMatching ∧ M.Adj (false, x) (true, x) := by
  have hlt := x.isLt
  refine ⟨kekule n (x.val / 2), ⟨kekule_isPerfectMatching (by omega),
    doubleBonds_adj.2 (Or.inr ⟨by decide, rfl, by omega⟩)⟩, ?_⟩
  rintro M ⟨hM, hadj⟩
  obtain ⟨k, hk, rfl⟩ := exists_eq_kekule hM
  rcases doubleBonds_adj.1 hadj with ⟨h, _⟩ | ⟨_, _, h⟩
  · cases h
  · rw [show x.val / 2 = k by omega]

end AceneKekule
```

```lean
#print axioms AceneKekule.acene_kekule_count
#print axioms AceneKekule.existsUnique_kekule_of_rung
```

```
'AceneKekule.acene_kekule_count' depends on axioms: [propext, Classical.choice, Quot.sound]
'AceneKekule.existsUnique_kekule_of_rung' depends on axioms: [propext, Classical.choice, Quot.sound]
```

## From the strand pattern to the count

The lemmas `acene_adj` and `doubleBonds_adj` spell out when two atoms are joined, in terms of strands and positions. With `doubleBonds_le`, which says that the proposed double bonds are bonds of the molecule, the pattern for each $k$ becomes the subgraph `kekule n k`. The lemma `kekule_isPerfectMatching` checks it atom by atom: the atom at $2k$ is paired across the rung, every other atom with its left or right neighbour on the same strand.

The argument along the strand is `strand_pattern`, stated for predicates `a` and `r` on the natural numbers. Its first induction, `hodd`, is the alternation without a double rung and ends in the contradiction at $2n+1$. `Nat.find` then selects the first double rung, and a second induction, `ha`, proves the displayed pattern. At $i=2k$ the double rung keeps the next strand bond from being double; at every other position there is no double rung, and `tauto` derives that $a_{i+1}$ is the negation of $a_i$. The parity arithmetic is left to `omega`.

In `exists_eq_kekule` the predicates are read off from an arbitrary matching, and `strand_pattern` is applied to each strand. The shared rung gives `k' = k`, and comparing adjacencies yields `M = kekule n k`. The set of perfect matchings is thus the image of `Fin (n + 1)` under an injective map, which gives the count. For a rung at `x`, the structure is the one with `k = x.val / 2`.

## One partner per atom: `isPerfectMatching_iff`

Mathlib defines a perfect matching as a subgraph that is a matching and contains all vertices. The lemma `Subgraph.isPerfectMatching_iff` turns this into the chemist's condition: for every atom `v` there is exactly one `w` with `M.Adj v w`.

The proof uses it in both directions. To show that `kekule n k` is a perfect matching, one names the partner of each atom and shows that no other qualifies. For an unknown matching, the existence half supplies the statement that one of $a_i$, $a_{i+1}$, $r_i$ holds, and the uniqueness half, packaged as `huniq`, shows that no two of them hold together. These are the facts that `strand_pattern` needs about each atom.
